# Unbounded quadratic response at the difference-frequency resonance of an undamped mode

Let \(w_1>w_2>0\), \(w_3>0\), \(g\neq0\) and \(w_3\neq w_1+w_2\), and let \(x\) solve

\[
x''+w_3^2x=-g\cos(w_1t)\cos(w_2t).
\]

If \(w_3\neq w_1-w_2\), every solution is bounded. If \(w_3=w_1-w_2\), every solution exceeds any given bound in absolute value at some positive time.

In adiabatic time-dependent density functional theory, computed couplings between two excited states can diverge when their energy difference matches a third excitation energy. This single-mode model with a prescribed drive shows the same resonant denominator.

## An undamped mode with a prescribed drive

Here \(x\) is the second-order amplitude of a mode of frequency \(w_3\). Two first-order oscillations, at \(w_1\) and \(w_2\), drive it through a constant coupling \(g\) without memory. `IsResponse` says that \(x\) has a velocity \(v\), and that \(v\) has the derivative required by the equation, at every real time. Initial conditions are free. There is no damping and no back-action on the drive; with positive linear damping, the response would stay bounded for \(t\geq0\) even at resonance.

In Lean 4 with Mathlib:

```lean
import Mathlib

namespace AdiabaticQuadraticResponse

noncomputable section

variable {g w1 w2 w3 : ℝ} {x y : ℝ → ℝ}

/-- The amplitude `x` of a mode of frequency `w3` obeys
`x'' + w3² x = -g cos (w1 t) cos (w2 t)` at all times; `v` is its velocity. -/
def IsResponse (g w1 w2 w3 : ℝ) (x : ℝ → ℝ) : Prop :=
  ∃ v : ℝ → ℝ, (∀ t, HasDerivAt x (v t) t) ∧
    ∀ t, HasDerivAt v (-w3 ^ 2 * x t - g * Real.cos (w1 * t) * Real.cos (w2 * t)) t
```

## Detuning from both drive frequencies: \(w_3\neq w_1\pm w_2\)

The drive contains two frequencies:

\[
\cos(w_1t)\cos(w_2t)=\tfrac12\left[\cos((w_1-w_2)t)+\cos((w_1+w_2)t)\right].
\]

Inserting \(a\cos(\Omega t)\) for one component gives \((w_3^2-\Omega^2)a=-g/2\), so

\[
a(\Omega)=-\frac{g}{2(w_3^2-\Omega^2)},\qquad \Omega=w_1\mp w_2.
\]

The sum of the two components is a particular solution. In `isResponse_offResonant`, the derivative lemmas supply the velocity and acceleration, and `linear_combination` adds the two balances to the product identity.

```lean
/-- The amplitude `-g / (2 (w3² - Ω²))` of the quadratic response at frequency `Ω`. -/
def amplitude (g w3 Ω : ℝ) : ℝ := -g / (2 * (w3 ^ 2 - Ω ^ 2))

/-- Away from resonance the amplitude balances a drive of strength `-g/2`. -/
theorem amplitude_balance {Ω : ℝ} (h : w3 ^ 2 ≠ Ω ^ 2) :
    (w3 ^ 2 - Ω ^ 2) * amplitude g w3 Ω = -g / 2 := by
  have hD : w3 ^ 2 - Ω ^ 2 ≠ 0 := sub_ne_zero.mpr h
  unfold amplitude
  generalize w3 ^ 2 - Ω ^ 2 = D at hD ⊢
  field_simp

/-- The product of two oscillations is an equal mixture of their difference and sum
frequencies. -/
theorem drive_split (w1 w2 t : ℝ) : Real.cos (w1 * t) * Real.cos (w2 * t) =
    (Real.cos ((w1 - w2) * t) + Real.cos ((w1 + w2) * t)) / 2 := by
  rw [sub_mul, add_mul, Real.cos_sub, Real.cos_add]
  ring

/-- The time derivative of `cos (Ω t)` is `-Ω sin (Ω t)`. -/
theorem hasDerivAt_cos_mode (Ω t : ℝ) :
    HasDerivAt (fun s => Real.cos (Ω * s)) (-(Ω * Real.sin (Ω * t))) t := by
  have h : HasDerivAt (fun s : ℝ => Ω * s) Ω t :=
    ((hasDerivAt_id' t).const_mul Ω).congr_deriv (mul_one Ω)
  exact h.cos.congr_deriv (by ring)

/-- The time derivative of `sin (Ω t)` is `Ω cos (Ω t)`. -/
theorem hasDerivAt_sin_mode (Ω t : ℝ) :
    HasDerivAt (fun s => Real.sin (Ω * s)) (Ω * Real.cos (Ω * t)) t := by
  have h : HasDerivAt (fun s : ℝ => Ω * s) Ω t :=
    ((hasDerivAt_id' t).const_mul Ω).congr_deriv (mul_one Ω)
  exact h.sin.congr_deriv (by ring)

/-- Off resonance, a superposition of the difference and sum frequencies with the
amplitudes `-g / (2 (w3² - (w1 ∓ w2)²))` solves the response equation. -/
theorem isResponse_offResonant (hd : w3 ^ 2 ≠ (w1 - w2) ^ 2) (hs : w3 ^ 2 ≠ (w1 + w2) ^ 2) :
    IsResponse g w1 w2 w3 (fun t =>
      amplitude g w3 (w1 - w2) * Real.cos ((w1 - w2) * t) +
      amplitude g w3 (w1 + w2) * Real.cos ((w1 + w2) * t)) := by
  refine ⟨fun t => amplitude g w3 (w1 - w2) * (-((w1 - w2) * Real.sin ((w1 - w2) * t))) +
      amplitude g w3 (w1 + w2) * (-((w1 + w2) * Real.sin ((w1 + w2) * t))),
    fun t => ?_, fun t => ?_⟩
  · exact ((hasDerivAt_cos_mode (w1 - w2) t).const_mul _).fun_add
      ((hasDerivAt_cos_mode (w1 + w2) t).const_mul _)
  · refine ((((hasDerivAt_sin_mode (w1 - w2) t).const_mul (w1 - w2)).fun_neg.const_mul
      _).fun_add (((hasDerivAt_sin_mode (w1 + w2) t).const_mul (w1 + w2)).fun_neg.const_mul
      _)).congr_deriv ?_
    try beta_reduce
    -- each Fourier component balances separately
    linear_combination Real.cos ((w1 - w2) * t) * amplitude_balance (g := g) hd +
      Real.cos ((w1 + w2) * t) * amplitude_balance (g := g) hs + g * drive_split w1 w2 t
```

Take \(w_1=3\), \(w_2=1\), \(g=2\) in matching units. For \(w_3=3\) the amplitudes are \(-2/(2(9-4))=-1/5\) at frequency 2 and \(-2/(2(9-16))=1/7\) at frequency 4. For \(w_3=2.1\) the first becomes \(-1/0.41\approx-2.44\).

A frequency-domain response code meets the same step as a linear solve at each \(\Omega\), which becomes ill-conditioned as \(\Omega\) approaches \(w_3\). A small imaginary part added to the frequency keeps the solve regular, but near resonance the result then depends on its size.

If \(w_3=w_1-w_2\), the difference-frequency cosine must be replaced. For \(-k\,t\sin(w_3t)\), the left side of the equation equals \(-2kw_3\cos(w_3t)\). Matching this to \(-(g/2)\cos(w_3t)\) gives \(k=g/(4w_3)\). In the example with \(w_3=2\), this secular term is \(-(t/4)\sin(2t)\).

```lean
/-- If `w3 = w1 - w2` is non-zero and `w3² ≠ (w1 + w2)²`, the response equation has a solution
containing the secular term `-(g / (4 w3)) t sin (w3 t)`. -/
theorem isResponse_resonant (h3 : w3 ≠ 0) (hr : w3 = w1 - w2) (hs : w3 ^ 2 ≠ (w1 + w2) ^ 2) :
    IsResponse g w1 w2 w3 (fun t => -(g / (4 * w3)) * (t * Real.sin (w3 * t)) +
      amplitude g w3 (w1 + w2) * Real.cos ((w1 + w2) * t)) := by
  have hk : g / (4 * w3) * w3 = g / 4 := by field_simp
  generalize g / (4 * w3) = k at hk ⊢
  refine ⟨fun t => -k * (1 * Real.sin (w3 * t) + t * (w3 * Real.cos (w3 * t))) +
      amplitude g w3 (w1 + w2) * (-((w1 + w2) * Real.sin ((w1 + w2) * t))),
    fun t => ?_, fun t => ?_⟩
  · exact (((hasDerivAt_id' t).fun_mul (hasDerivAt_sin_mode w3 t)).const_mul _).fun_add
      ((hasDerivAt_cos_mode (w1 + w2) t).const_mul _)
  · refine (((((hasDerivAt_sin_mode w3 t).const_mul 1).fun_add ((hasDerivAt_id' t).fun_mul
      ((hasDerivAt_cos_mode w3 t).const_mul w3))).const_mul _).fun_add
      (((hasDerivAt_sin_mode (w1 + w2) t).const_mul (w1 + w2)).fun_neg.const_mul
      _)).congr_deriv ?_
    have hp := drive_split w1 w2 t
    rw [← hr] at hp
    try beta_reduce
    linear_combination (-2 * Real.cos (w3 * t)) * hk +
      Real.cos ((w1 + w2) * t) * amplitude_balance (g := g) hs + g * hp
```

If instead \(w_3=w_1+w_2\), the sum component produces the secular growth, and solutions are unbounded although \(w_3\neq w_1-w_2\).

## A restoring force: \(w_3>0\)

Let \(d\) be the difference of two solutions and \(e=d'\), so that \(e'=-w_3^2d\). The combinations

\[
P=w_3d\cos(w_3t)-e\sin(w_3t),\qquad Q=w_3d\sin(w_3t)+e\cos(w_3t)
\]

have zero derivative. Since \(w_3d=P\cos(w_3t)+Q\sin(w_3t)\), division by \(w_3\) gives

\[
d(t)=d(0)\cos(w_3t)+\frac{e(0)}{w_3}\sin(w_3t).
\]

The proof follows these lines, with `hP` and `hQ` for the two conserved quantities. At \(w_3=0\) the free motion is \(A+Bt\), and boundedness fails for \(B\neq0\).

```lean
/-- For `w3 ≠ 0`, any two solutions of the response equation differ by a free oscillation of
frequency `w3`. -/
theorem eq_add_free_oscillation (h3 : w3 ≠ 0) (hx : IsResponse g w1 w2 w3 x)
    (hy : IsResponse g w1 w2 w3 y) :
    ∃ A B : ℝ, ∀ t, x t = y t + A * Real.cos (w3 * t) + B * Real.sin (w3 * t) := by
  obtain ⟨v, hx, hv⟩ := hx
  obtain ⟨u, hy, hu⟩ := hy
  -- two conserved combinations of the difference and its velocity
  have hP : ∀ t, HasDerivAt (fun s => w3 * ((x s - y s) * Real.cos (w3 * s)) -
      (v s - u s) * Real.sin (w3 * s)) 0 t := fun t => by
    refine (((((hx t).fun_sub (hy t)).fun_mul (hasDerivAt_cos_mode w3 t)).const_mul
      w3).fun_sub (((hv t).fun_sub (hu t)).fun_mul (hasDerivAt_sin_mode w3 t))).congr_deriv ?_
    ring
  have hQ : ∀ t, HasDerivAt (fun s => w3 * ((x s - y s) * Real.sin (w3 * s)) +
      (v s - u s) * Real.cos (w3 * s)) 0 t := fun t => by
    refine (((((hx t).fun_sub (hy t)).fun_mul (hasDerivAt_sin_mode w3 t)).const_mul
      w3).fun_add (((hv t).fun_sub (hu t)).fun_mul (hasDerivAt_cos_mode w3 t))).congr_deriv ?_
    ring
  obtain ⟨B, hB⟩ : ∃ B, w3 * B = v 0 - u 0 := ⟨(v 0 - u 0) / w3, by field_simp⟩
  refine ⟨x 0 - y 0, B, fun t => mul_left_cancel₀ h3 ?_⟩
  have cP := is_const_of_deriv_eq_zero (fun s => (hP s).differentiableAt)
    (fun s => (hP s).deriv) t 0
  have cQ := is_const_of_deriv_eq_zero (fun s => (hQ s).differentiableAt)
    (fun s => (hQ s).deriv) t 0
  simp only [mul_zero, Real.cos_zero, Real.sin_zero, mul_one, sub_zero, zero_add] at cP cQ
  linear_combination Real.cos (w3 * t) * cP + Real.sin (w3 * t) * cQ -
    w3 * (x t - y t) * Real.sin_sq_add_cos_sq (w3 * t) - Real.sin (w3 * t) * hB
```

Off resonance, \(x\) is therefore a sum of four oscillations, bounded by the sum of their absolute amplitudes. On resonance, the same estimate keeps \(x\) within a constant \(D\) of the secular term.

```lean
/-- An oscillation never exceeds its amplitude. -/
theorem abs_mode_le (a θ : ℝ) : |a * Real.cos θ| ≤ |a| ∧ |a * Real.sin θ| ≤ |a| := by
  rw [abs_mul, abs_mul]
  exact ⟨mul_le_of_le_one_right (abs_nonneg a) (Real.abs_cos_le_one θ),
    mul_le_of_le_one_right (abs_nonneg a) (Real.abs_sin_le_one θ)⟩

/-- If `w3 = w1 - w2` is non-zero and `w3² ≠ (w1 + w2)²`, every solution stays within a constant
distance of the secular term `-(g / (4 w3)) t sin (w3 t)`. -/
theorem secular_growth (h3 : w3 ≠ 0) (hr : w3 = w1 - w2) (hs : w3 ^ 2 ≠ (w1 + w2) ^ 2)
    (hx : IsResponse g w1 w2 w3 x) :
    ∃ C, ∀ t, |x t + g / (4 * w3) * (t * Real.sin (w3 * t))| ≤ C := by
  obtain ⟨A, B, hAB⟩ := eq_add_free_oscillation h3 hx (isResponse_resonant h3 hr hs)
  refine ⟨|amplitude g w3 (w1 + w2)| + |A| + |B|, fun t => ?_⟩
  have h := hAB t
  try beta_reduce at h
  have b1 := abs_le.mp (abs_mode_le (amplitude g w3 (w1 + w2)) ((w1 + w2) * t)).1
  have b2 := abs_le.mp (abs_mode_le A (w3 * t)).1
  have b3 := abs_le.mp (abs_mode_le B (w3 * t)).2
  exact abs_le.mpr ⟨by linarith [b1.1, b2.1, b3.1], by linarith [b1.2, b2.2, b3.2]⟩
```

## A non-zero coupling: \(g\neq0\)

At \(t_n=(\pi/2+2\pi n)/w_3\) the sine equals 1, so on resonance

\[
|x(t_n)|\geq\frac{|g|}{4w_3}t_n-D.
\]

The right side grows without limit because \(g\neq0\). In the proof, `hk` records the positive growth rate, `exists_nat_gt` picks \(n\), and `hlate` shows that the time is late enough. With \(g=0\) only the bounded free oscillation remains.

## Ordered drive frequencies: \(w_1>w_2>0\)

The equation contains only \(w_3^2\), whereas the resonance conditions compare frequencies. The ordering makes \(w_1-w_2\) and \(w_1+w_2\) positive, so `sq_eq_sq₀` turns unequal frequencies into unequal squares. With \(w_1<w_2\), the mode \(w_3=w_2-w_1\) would be resonant while still satisfying \(w_3\neq w_1-w_2\).

The final theorem takes an arbitrary solution `x` and states both cases; the explicit solutions above show that solutions exist in each.

```lean
/-- Let `w1 > w2 > 0`, `w3 > 0`, `g ≠ 0` and `w3 ≠ w1 + w2`. Every solution is bounded if `w3 ≠ w1 -
w2`, and every solution exceeds any given bound in absolute value at some positive time if `w3 = w1
- w2`. -/
theorem quadratic_response_dichotomy (h2 : 0 < w2) (h12 : w2 < w1) (h3 : 0 < w3)
    (hg : g ≠ 0) (hsum : w3 ≠ w1 + w2) (hx : IsResponse g w1 w2 w3 x) :
    (w3 ≠ w1 - w2 → ∃ C, ∀ t, |x t| ≤ C) ∧
    (w3 = w1 - w2 → ∀ C, ∃ t, 0 < t ∧ C < |x t|) := by
  have hs : w3 ^ 2 ≠ (w1 + w2) ^ 2 := fun h =>
    hsum ((sq_eq_sq₀ h3.le (by linarith)).mp h)
  constructor
  · intro hdiff
    have hd : w3 ^ 2 ≠ (w1 - w2) ^ 2 := fun h =>
      hdiff ((sq_eq_sq₀ h3.le (by linarith)).mp h)
    obtain ⟨A, B, hAB⟩ := eq_add_free_oscillation h3.ne' hx (isResponse_offResonant hd hs)
    refine ⟨|amplitude g w3 (w1 - w2)| + |amplitude g w3 (w1 + w2)| + |A| + |B|,
      fun t => ?_⟩
    have h := hAB t
    try beta_reduce at h
    have b0 := abs_le.mp (abs_mode_le (amplitude g w3 (w1 - w2)) ((w1 - w2) * t)).1
    have b1 := abs_le.mp (abs_mode_le (amplitude g w3 (w1 + w2)) ((w1 + w2) * t)).1
    have b2 := abs_le.mp (abs_mode_le A (w3 * t)).1
    have b3 := abs_le.mp (abs_mode_le B (w3 * t)).2
    exact abs_le.mpr ⟨by linarith [b0.1, b1.1, b2.1, b3.1],
      by linarith [b0.2, b1.2, b2.2, b3.2]⟩
  · intro hr C
    obtain ⟨D, hD⟩ := secular_growth h3.ne' hr hs hx
    have hk : 0 < |g / (4 * w3)| := abs_pos.mpr (div_ne_zero hg (by positivity))
    obtain ⟨n, hn⟩ := exists_nat_gt ((C + D) / |g / (4 * w3)| * w3)
    -- a late time at which the secular term is at full swing
    obtain ⟨t, ht⟩ : ∃ t, t = (Real.pi / 2 + n * (2 * Real.pi)) / w3 := ⟨_, rfl⟩
    have hpos : 0 < t := by rw [ht]; positivity
    have hwt : w3 * t = Real.pi / 2 + n * (2 * Real.pi) := by rw [ht]; field_simp
    have hsin : Real.sin (w3 * t) = 1 := by
      rw [hwt, Real.sin_add_nat_mul_two_pi, Real.sin_pi_div_two]
    have hlate : (C + D) / |g / (4 * w3)| < t := by
      rw [ht, lt_div_iff₀ h3]
      have hn0 : (0 : ℝ) ≤ n := Nat.cast_nonneg n
      have hpi := Real.pi_gt_three
      nlinarith [mul_nonneg hn0 (sub_nonneg.mpr hpi.le)]
    have hbig := (div_lt_iff₀ hk).mp hlate
    have b := hD t
    rw [hsin, mul_one] at b
    have b' := abs_le.mp b
    have htri : |g / (4 * w3) * t| ≤ D + |x t| :=
      abs_le.mpr ⟨by linarith [b'.1, le_abs_self (x t)],
        by linarith [b'.2, neg_abs_le (x t)]⟩
    rw [abs_mul, abs_of_pos hpos] at htri
    exact ⟨t, hpos, by linarith⟩

end

end AdiabaticQuadraticResponse
```

```lean
#print axioms AdiabaticQuadraticResponse.isResponse_offResonant
-- 'AdiabaticQuadraticResponse.isResponse_offResonant' depends on axioms: [propext, Classical.choice, Quot.sound]
#print axioms AdiabaticQuadraticResponse.quadratic_response_dichotomy
-- 'AdiabaticQuadraticResponse.quadratic_response_dichotomy' depends on axioms: [propext, Classical.choice, Quot.sound]
```
